# The hull of N + 1 equally spaced samples lies at most M/(8N²) above the true hull when G″ ≤ M

Let $G$ be continuous on $[0,1]$ and twice differentiable inside, with $G''\le M$ for some $M\ge 0$. Sample it at $j/N$ for $j=0,\dots,N$, with $N\ge 1$. At every composition, the lower convex hull of the samples lies above the lowest energy reachable by mixing phases on $G$ by at least $0$ and at most $M/(8N^2)$. For the parabola $G(y)=My^2/2$ the upper bound is attained at the midpoint of the first grid cell.

Here $G(y)$ is the Gibbs free energy per mole of a homogeneous binary phase of composition $y$, at fixed temperature and pressure; "energy" is short for this free energy throughout. A system of overall composition $x$ may lower its energy by separating into several phases, and the lowest energy it can reach is the lower hull of $G$ at $x$. A program that builds the hull from a table of exact values of $G$ may find a higher value, but never a lower one. The result bounds that discretisation error for one composition variable, a uniform grid and a finite curvature bound.

The constant $M$ limits how fast the exchange chemical potential $dG/dy$ can rise with composition. An ideal mixing entropy contributes $RT/(y(1-y))$ to $G''$, which diverges at the pure ends, so such a $G$ has no finite $M$ on the whole interval. The sampled values are also taken to be exact; errors in computed energies come on top of the bound.

## Mixtures, hulls and samples

```lean
import Mathlib

open Set

namespace SampledHull
```

Below, a `def` introduces a named object. A `theorem` lists its hypotheses, then its claim after a colon, then its proof after `:=`.

```lean
/-- The energies of all finite mixtures of overall composition `x` whose phases have
compositions in `S` and energies given by `G`. -/
def mixtureEnergies (G : ℝ → ℝ) (S : Set ℝ) (x : ℝ) : Set ℝ :=
  {e | ∃ (ι : Type) (_ : Fintype ι) (w c : ι → ℝ), (∀ i, 0 ≤ w i) ∧ ∑ i, w i = 1 ∧
    (∀ i, c i ∈ S) ∧ ∑ i, w i * c i = x ∧ ∑ i, w i * G (c i) = e}
```

This is the set of energies available at composition $x$. A number $e$ belongs to it if there are finitely many phases, labelled by $i$ in a finite type `ι`, with mole fractions $w_i\ge 0$ and compositions $c_i\in S$, such that
$$\sum_i w_i=1,\qquad \sum_i w_ic_i=x,\qquad \sum_i w_iG(c_i)=e .$$
The energy is additive over the phases, so interfaces cost nothing. The number of phases is finite but otherwise free.

```lean
/-- The lower hull at composition `x`: the infimum energy of finite mixtures of phases in `S`,
for `S` and `x` such that the mixture energies are non-empty and bounded below. -/
noncomputable def lowerHull (G : ℝ → ℝ) (S : Set ℝ) (x : ℝ) : ℝ :=
  sInf (mixtureEnergies G S x)
```

The lower hull at $x$ is the infimum of those energies. Write $H(x)$ for the case $S=[0,1]$, in Lean `lowerHull G (Icc 0 1) x`, and $H_N(x)$ for the case where $S$ is the grid. Lean's `sInf` returns a value for any set of reals, so the proofs below check that the sets used are non-empty and bounded below.

```lean
/-- The sampled compositions `j / N` with `j = 0, ..., N`, for `N ≥ 1`. -/
def grid (N : ℕ) : Set ℝ := {y | ∃ j : ℕ, j ≤ N ∧ y = (j : ℝ) / N}
```

These are the $N+1$ sampled compositions, both ends included.

```lean
/-- `G` is continuous on `[0,1]` and has first and second derivatives `G'` and `G''` inside,
with `G''` at most `M`. -/
structure CurvatureAtMost (G G' G'' : ℝ → ℝ) (M : ℝ) : Prop where
  cont : ContinuousOn G (Icc 0 1)
  deriv1 : ∀ y ∈ Ioo (0 : ℝ) 1, HasDerivAt G (G' y) y
  deriv2 : ∀ y ∈ Ioo (0 : ℝ) 1, HasDerivAt G' (G'' y) y
  bound : ∀ y ∈ Ioo (0 : ℝ) 1, G'' y ≤ M
```

This structure bundles the assumptions on $G$. In Lean, `G'` and `G''` are merely names of functions; the fields `deriv1` and `deriv2` make them the first and second derivatives on the open interval. Continuity of $G''$ is not required, so every twice continuously differentiable $G$ with $G''\le M$ qualifies. There is no lower bound on $G''$, so miscibility gaps are allowed.

## Non-empty, bounded energy sets

```lean
variable {G G' G'' : ℝ → ℝ} {M : ℝ} {N : ℕ}

/-- All sampled compositions lie in `[0,1]`. -/
theorem grid_subset : grid N ⊆ Icc 0 1 := by
  rintro y ⟨j, hj, rfl⟩
  exact ⟨by positivity, div_le_one_of_le₀ (by exact_mod_cast hj) (by positivity)⟩
```

The `variable` line makes the later theorems hold for arbitrary $G$, $M$ and $N$, subject to the hypotheses each one states. The theorem says that $0\le j/N\le 1$ for every sample.

```lean
/-- A single phase of composition `x` is itself a mixture of composition `x`. -/
theorem pure_phase_mem {S : Set ℝ} {x : ℝ} (hx : x ∈ S) : G x ∈ mixtureEnergies G S x :=
  ⟨Unit, inferInstance, fun _ => 1, fun _ => x, by simp, by simp, fun _ => hx, by simp, by simp⟩
```

One phase of composition $x\in S$ with weight $1$ is a mixture of energy $G(x)$. The type `Unit`, which has a single element, serves as the set of labels.

```lean
/-- If `G` is continuous on `[0,1]`, the energies of mixtures of phases with compositions in
`[0,1]` are bounded below. -/
theorem mixtureEnergies_bddBelow (hG : ContinuousOn G (Icc 0 1)) {S : Set ℝ}
    (hS : S ⊆ Icc 0 1) (x : ℝ) : BddBelow (mixtureEnergies G S x) := by
  obtain ⟨m, hm⟩ := isCompact_Icc.bddBelow_image hG
  refine ⟨m, ?_⟩
  rintro e ⟨ι, _, w, c, hw, hs, hc, -, rfl⟩
  calc m = ∑ i, w i * m := by rw [← Finset.sum_mul, hs, one_mul]
    _ ≤ ∑ i, w i * G (c i) := Finset.sum_le_sum fun i _ =>
        mul_le_mul_of_nonneg_left (hm ⟨c i, hS (hc i), rfl⟩) (hw i)
```

A continuous function on the closed interval $[0,1]$ has a lower bound $m$. For any mixture,
$$\sum_i w_iG(c_i)\ \ge\ \sum_i w_i m=m,$$
because the weights are non-negative and sum to one. The `calc` block is this line.

## How far a chord rises above the curve

```lean
/-- If `G'' ≤ M` with `M ≥ 0`, a two-phase mixture of `a` and `b` in `[0,1]` lies above `G` at
the same composition by at most `M (b - a)² / 8`. -/
theorem tie_line_excess (h : CurvatureAtMost G G' G'' M) (hM : 0 ≤ M) {a b t : ℝ}
    (ha : a ∈ Icc (0 : ℝ) 1) (hb : b ∈ Icc (0 : ℝ) 1) (ht0 : 0 ≤ t) (ht1 : t ≤ 1) :
    (1 - t) * G a + t * G b ≤ G ((1 - t) * a + t * b) + M / 8 * (b - a) ^ 2 := by
  -- subtracting the parabola of curvature `M` leaves a concave function
  have hc : ConcaveOn ℝ (Icc 0 1) (fun y => G y - M / 2 * (y * y)) := by
    refine concaveOn_of_hasDerivWithinAt2_nonpos (f' := fun y => G' y - M * y)
      (f'' := fun y => G'' y - M) (convex_Icc 0 1) ?_ ?_ ?_ ?_
    · exact h.cont.sub (by fun_prop)
    · intro y hy
      rw [interior_Icc] at hy
      have key : HasDerivAt (fun z => G z - M / 2 * (z * z)) (G' y - M * y) y :=
        ((h.deriv1 y hy).fun_sub
          (((hasDerivAt_id' y).fun_mul (hasDerivAt_id' y)).const_mul (M / 2))).congr_deriv
          (by ring)
      exact key.hasDerivWithinAt
    · intro y hy
      rw [interior_Icc] at hy
      have key : HasDerivAt (fun z => G' z - M * z) (G'' y - M) y :=
        ((h.deriv2 y hy).fun_sub ((hasDerivAt_id' y).const_mul M)).congr_deriv (by ring)
      exact key.hasDerivWithinAt
    · intro y hy
      rw [interior_Icc] at hy
      exact sub_nonpos.2 (h.bound y hy)
  have h1 := hc.2 ha hb (sub_nonneg.2 ht1) ht0 (by ring)
  simp only [smul_eq_mul] at h1
  have h2 : 0 ≤ M * ((b - a) ^ 2 * (2 * t - 1) ^ 2) :=
    mul_nonneg hM (mul_nonneg (sq_nonneg _) (sq_nonneg _))
  nlinarith [h1, h2]
```

Take $a,b\in[0,1]$ and $0\le t\le 1$, and set $c=(1-t)a+tb$. The claim is
$$(1-t)G(a)+tG(b)\le G(c)+\tfrac{M}{8}(b-a)^2 .$$

The left side is the height of the chord between $a$ and $b$. The Lean name calls this chord a tie line, but $a$ and $b$ need not be coexisting phases; a tie line between phases in stable equilibrium never lies above $G$.

Subtract a parabola: $\varphi(y)=G(y)-\tfrac M2y^2$ has $\varphi''=G''-M\le 0$, so it is concave and $(1-t)\varphi(a)+t\varphi(b)\le\varphi(c)$. Written out for $G$, this is
$$(1-t)G(a)+tG(b)\le G(c)+\tfrac M2\left[(1-t)a^2+tb^2-c^2\right].$$
The bracket equals $t(1-t)(b-a)^2$, and $t(1-t)=\tfrac14-\tfrac14(2t-1)^2\le\tfrac14$. Since $M\ge0$, the claim follows.

In Lean, `hc` is the concavity of $\varphi$, obtained from its two derivatives, and `h1` is the concavity inequality at $a$, $b$ and $t$. The term discarded in the last step appears as `h2`, and `nlinarith` does the remaining algebra.

## Moving each phase onto the grid

```lean
/-- For `N ≥ 1`, every composition in `[0,1]` is a lever-rule mean of two neighbouring samples. -/
theorem exists_bracket (hN : 1 ≤ N) {y : ℝ} (hy : y ∈ Icc (0 : ℝ) 1) :
    ∃ j : ℕ, j < N ∧ ∃ t : ℝ, 0 ≤ t ∧ t ≤ 1 ∧
      y = (1 - t) * ((j : ℝ) / N) + t * (((j : ℝ) + 1) / N) := by
  rcases eq_or_lt_of_le hy.2 with h | h
  · obtain ⟨k, rfl⟩ : ∃ k, N = k + 1 := ⟨N - 1, by omega⟩
    have hk : (k : ℝ) + 1 ≠ 0 := by positivity
    refine ⟨k, by omega, 1, by norm_num, by norm_num, ?_⟩
    rw [h]
    push_cast
    rw [div_self hk]
    ring
  · have hN' : (0 : ℝ) < N := by exact_mod_cast hN
    have h0 : 0 ≤ y * N := mul_nonneg hy.1 hN'.le
    obtain ⟨j, hj1, hj2⟩ : ∃ j : ℕ, (j : ℝ) ≤ y * N ∧ y * N < j + 1 :=
      ⟨_, Nat.floor_le h0, Nat.lt_floor_add_one _⟩
    have hj : (j : ℝ) < N := by nlinarith
    refine ⟨j, by exact_mod_cast hj, y * N - j, by linarith, by linarith, ?_⟩
    have hinv : (N : ℝ) * (N : ℝ)⁻¹ = 1 := mul_inv_cancel₀ hN'.ne'
    rw [div_eq_mul_inv, div_eq_mul_inv]
    linear_combination (-y) * hinv
```

Every $y\in[0,1]$ lies in some cell $[j/N,(j+1)/N]$ with $j<N$. If $y<1$, take $j$ to be the integer part of $yN$ and $t=yN-j$. Then
$$(1-t)\frac jN+t\,\frac{j+1}N=\frac{j+t}N=y .$$
If $y=1$, the integer part would be $N$, one cell too far, so the proof treats this case first with $j=N-1$ and $t=1$.

```lean
/-- If `G'' ≤ M` with `M ≥ 0` and `N ≥ 1`, every mixture on `G` can be replaced by a mixture of
samples of the same composition at an energy cost of at most `M / (8 N²)`. -/
theorem regrid_mixture (h : CurvatureAtMost G G' G'' M) (hM : 0 ≤ M) (hN : 1 ≤ N) {x e : ℝ}
    (he : e ∈ mixtureEnergies G (Icc 0 1) x) :
    ∃ e' ∈ mixtureEnergies G (grid N) x, e' ≤ e + M / (8 * (N : ℝ) ^ 2) := by
  obtain ⟨ι, _, w, c, hw, hs, hc, hx, rfl⟩ := he
  choose j hj t ht0 ht1 hy using fun i => exists_bracket hN (hc i)
  have hsum : ∀ F : ι × Bool → ℝ, ∑ p, F p = ∑ i, (F (i, true) + F (i, false)) := fun F => by
    rw [Fintype.sum_prod_type]
    simp only [Fintype.sum_bool]
  -- the cost of splitting one phase into its two neighbouring samples
  have hcell : ∀ i, w i * t i * G (((j i : ℝ) + 1) / N) + w i * (1 - t i) * G ((j i : ℝ) / N)
      ≤ w i * G (c i) + w i * (M / (8 * (N : ℝ) ^ 2)) := fun i => by
    have hi := tie_line_excess h hM (grid_subset (N := N) ⟨j i, (hj i).le, rfl⟩)
      (grid_subset (N := N) (a := ((j i : ℝ) + 1) / N) ⟨j i + 1, hj i, by simp⟩) (ht0 i) (ht1 i)
    have hd : ((j i : ℝ) + 1) / N - (j i : ℝ) / N = 1 / N := by ring
    have hq : M / 8 * (1 / (N : ℝ)) ^ 2 = M / (8 * (N : ℝ) ^ 2) := by ring
    rw [← hy i, hd, hq] at hi
    calc _ = w i * ((1 - t i) * G ((j i : ℝ) / N) + t i * G (((j i : ℝ) + 1) / N)) := by ring
      _ ≤ w i * (G (c i) + M / (8 * (N : ℝ) ^ 2)) := mul_le_mul_of_nonneg_left hi (hw i)
      _ = _ := by ring
  refine ⟨_, ⟨ι × Bool, inferInstance, fun p => w p.1 * cond p.2 (t p.1) (1 - t p.1),
    fun p => cond p.2 (((j p.1 : ℝ) + 1) / N) ((j p.1 : ℝ) / N), ?_, ?_, ?_, ?_, rfl⟩, ?_⟩
  · rintro ⟨i, b⟩
    cases b
    · exact mul_nonneg (hw i) (sub_nonneg.2 (ht1 i))
    · exact mul_nonneg (hw i) (ht0 i)
  · rw [hsum]
    refine (Finset.sum_congr rfl fun i _ => ?_).trans hs
    show w i * t i + w i * (1 - t i) = w i
    ring
  · rintro ⟨i, b⟩
    cases b
    · exact ⟨j i, (hj i).le, rfl⟩
    · exact ⟨j i + 1, hj i, by simp⟩
  · rw [hsum]
    refine (Finset.sum_congr rfl fun i _ => ?_).trans hx
    show w i * t i * (((j i : ℝ) + 1) / N) + w i * (1 - t i) * ((j i : ℝ) / N) = w i * c i
    linear_combination (-(w i)) * hy i
  · rw [hsum]
    refine (Finset.sum_le_sum (g := fun i => w i * G (c i) + w i * (M / (8 * (N : ℝ) ^ 2)))
      fun i _ => hcell i).trans_eq ?_
    rw [Finset.sum_add_distrib, ← Finset.sum_mul, hs, one_mul]
```

Start from any mixture on $G$ with energy $e$. For each phase $i$, the previous theorem gives a cell $j_i$ and a fraction $t_i$. Replace the phase by its two neighbouring samples: weight $w_i(1-t_i)$ at $j_i/N$ and weight $w_it_i$ at $(j_i+1)/N$. The total weight and the overall composition are unchanged. By the chord estimate with $b-a=1/N$, the new energy $e'$ satisfies
$$e'\le\sum_i w_i\left(G(c_i)+\frac{M}{8N^2}\right)=e+\frac{M}{8N^2}.$$

The tactic `choose` collects the $j_i$ and $t_i$ for all phases at once. The new phases are labelled by pairs in `ι × Bool`, with `true` for the right-hand sample and `false` for the left. The inequality for a single phase is `hcell`; the bullets at the end check the weights, the sampled compositions, the overall composition and the energy.

## The error bound for the sampled hull

```lean
/-- If `G'' ≤ M` with `M ≥ 0` and `N ≥ 1`, the hull of the samples exceeds the infimum energy of
all finite mixtures on `G` by at least `0` and at most `M / (8 N²)` at every composition. -/
theorem sampled_hull_error (h : CurvatureAtMost G G' G'' M) (hM : 0 ≤ M) (hN : 1 ≤ N) {x : ℝ}
    (hx : x ∈ Icc (0 : ℝ) 1) :
    0 ≤ lowerHull G (grid N) x - lowerHull G (Icc 0 1) x ∧
      lowerHull G (grid N) x - lowerHull G (Icc 0 1) x ≤ M / (8 * (N : ℝ) ^ 2) := by
  constructor
  · -- mixtures of samples are mixtures on `G`
    obtain ⟨e', he', -⟩ := regrid_mixture h hM hN (pure_phase_mem (G := G) hx)
    refine sub_nonneg.2 (csInf_le_csInf (mixtureEnergies_bddBelow h.cont subset_rfl x)
      ⟨e', he'⟩ ?_)
    rintro e ⟨ι, i, w, c, hw, hs, hc, r⟩
    exact ⟨ι, i, w, c, hw, hs, fun k => grid_subset (hc k), r⟩
  · have key : lowerHull G (grid N) x - M / (8 * (N : ℝ) ^ 2) ≤ lowerHull G (Icc 0 1) x := by
      refine le_csInf ⟨_, pure_phase_mem hx⟩ fun e he => ?_
      obtain ⟨e', he', hle⟩ := regrid_mixture h hM hN he
      have h1 : lowerHull G (grid N) x ≤ e' :=
        csInf_le (mixtureEnergies_bddBelow h.cont grid_subset x) he'
      linarith
    linarith
```

For every $x\in[0,1]$, the theorem states $0\le H_N(x)-H(x)\le M/(8N^2)$.

For the lower bound, every mixture of samples is also a mixture on $G$, and an infimum over a smaller non-empty set cannot be lower. The regridding theorem, applied to the pure phase, shows that the smaller set is non-empty.

For the upper bound, take any mixture energy $e$ on $G$ and regrid it, which gives $H_N(x)\le e'\le e+M/(8N^2)$. Hence $H_N(x)-M/(8N^2)$ lies below every such $e$, and therefore below their infimum $H(x)$. No optimal mixture has to be found.

```lean
/-- The bound is sharp: for `G y = M y² / 2` with `M ≥ 0` and `N ≥ 1`, the excess at the midpoint
of the first grid cell equals `M / (8 N²)`. -/
theorem sampled_hull_error_sharp (hM : 0 ≤ M) (hN : 1 ≤ N) :
    lowerHull (fun y => M / 2 * (y * y)) (grid N) (1 / (2 * (N : ℝ)))
      - lowerHull (fun y => M / 2 * (y * y)) (Icc 0 1) (1 / (2 * (N : ℝ)))
      = M / (8 * (N : ℝ) ^ 2) := by
  have hN' : (1 : ℝ) ≤ N := by exact_mod_cast hN
  have hG : CurvatureAtMost (fun y => M / 2 * (y * y)) (fun y => M * y) (fun _ => M) M :=
    { cont := by fun_prop
      deriv1 := fun y _ => (((hasDerivAt_id' y).fun_mul (hasDerivAt_id' y)).const_mul
        (M / 2)).congr_deriv (by ring)
      deriv2 := fun y _ => ((hasDerivAt_id' y).const_mul M).congr_deriv (by ring)
      bound := fun _ _ => le_rfl }
  obtain ⟨x, hxd⟩ : ∃ x : ℝ, x = 1 / (2 * (N : ℝ)) := ⟨_, rfl⟩
  rw [← hxd]
  have hx : x ∈ Icc (0 : ℝ) 1 := by
    rw [hxd]
    exact ⟨by positivity, div_le_one_of_le₀ (by linarith) (by positivity)⟩
  have h1 : lowerHull (fun y => M / 2 * (y * y)) (Icc 0 1) x ≤ M / 2 * (x * x) :=
    csInf_le (mixtureEnergies_bddBelow hG.cont subset_rfl x) (pure_phase_mem hx)
  -- all samples lie on or above the chord through the first two
  have h2 : M / 2 * (x * (1 / N)) ≤ lowerHull (fun y => M / 2 * (y * y)) (grid N) x := by
    obtain ⟨e', he', -⟩ := regrid_mixture hG hM hN (pure_phase_mem hx)
    refine le_csInf ⟨e', he'⟩ ?_
    rintro e ⟨ι, _, w, c, hw, -, hc, hcx, rfl⟩
    calc M / 2 * (x * (1 / N)) = ∑ i, w i * (M / 2 * (c i * (1 / N))) := by
          rw [← hcx, Finset.sum_mul, Finset.mul_sum]
          exact Finset.sum_congr rfl fun i _ => by ring
      _ ≤ ∑ i, w i * (M / 2 * (c i * c i)) := by
          refine Finset.sum_le_sum fun i _ => mul_le_mul_of_nonneg_left
            (mul_le_mul_of_nonneg_left ?_ (by positivity)) (hw i)
          obtain ⟨j, -, hj⟩ := hc i
          have hjj : (j : ℝ) ≤ j * j := by exact_mod_cast Nat.le_mul_self j
          have hp := mul_nonneg (sub_nonneg.2 hjj) (sq_nonneg (1 / (N : ℝ)))
          have he : (j : ℝ) / N * (j / N) - j / N * (1 / N) = (j * j - j) * (1 / (N : ℝ)) ^ 2 := by
            ring
          rw [hj]
          linarith
  have h3 : M / 2 * (x * (1 / N)) - M / 2 * (x * x) = M / (8 * (N : ℝ) ^ 2) := by
    rw [hxd]
    ring
  exact le_antisymm (sampled_hull_error hG hM hN hx).2 (by linarith)

end SampledHull
```

Let $G(y)=\tfrac M2y^2$ and $x=1/(2N)$, the midpoint of the first cell. The pure phase gives $H(x)\le G(x)=M/(8N^2)$. For the samples, $j^2\ge j$ implies
$$G\!\left(\frac jN\right)\ge\frac M2\cdot\frac jN\cdot\frac1N ,$$
so they all lie on or above the chord through the first two. Averaging over a mixture of samples gives $H_N(x)\ge\tfrac M2\cdot\tfrac xN=M/(4N^2)$. The difference is at least $M/(8N^2)$, and the general bound says it is no larger. In the proof, `h1` bounds the true hull, `h2` the sampled one, and `h3` subtracts the two values.

## A double well with three samples

Take $G(y)=(y-\tfrac14)^2(y-\tfrac34)^2$ in some energy unit, and $N=2$. The samples at $0,\tfrac12,1$ are $\tfrac9{256},\tfrac1{256},\tfrac9{256}$. The true hull is zero between the wells at $\tfrac14$ and $\tfrac34$. At $x=\tfrac14$ the sampled hull is the mean of the first two values, $\tfrac5{256}\approx0.020$, and this is the excess. Since $G''(y)=12(y-\tfrac12)^2-\tfrac14\le\tfrac{11}4$, the bound is $\tfrac{11}{128}\approx0.086$. At $x=\tfrac12$ the excess is $\tfrac1{256}$, although that composition is itself a sample: the wells that would form the better mixture are not.

## A cusp between the samples

Let $G(y)=|y-\tfrac12|$, a curve with a cusp like that of a sharply stoichiometric compound. Away from $y=\tfrac12$ its second derivative is zero, which suggests $M=0$ and no error. With $N=1$, however, both samples equal $\tfrac12$, so the sampled hull at $x=\tfrac12$ is $\tfrac12$ while the true hull is $0$. It is therefore not enough for the derivatives to exist and obey the bound at all interior points but one.

```lean
#print axioms SampledHull.sampled_hull_error
-- 'SampledHull.sampled_hull_error' depends on axioms: [propext, Classical.choice, Quot.sound]
#print axioms SampledHull.sampled_hull_error_sharp
-- 'SampledHull.sampled_hull_error_sharp' depends on axioms: [propext, Classical.choice, Quot.sound]
```
